# With one basis for both radial components and both signs of κ, the free Dirac energies for κ and −κ coincide

## Two waves that should have different levels

Put a free electron in a spherical cavity and require the large radial component to vanish at the wall. For the Dirac quantum number $\kappa=-1$ this component is an $s$ wave, for $\kappa=+1$ a $p$ wave. Their nodes lie at different radii, so the allowed energies differ.

Now expand the large component $P(r)$ and the small component $Q(r)$ in the same finite set of functions, and use this one set for both signs of $\kappa$. The computed energies for $\kappa$ and $-\kappa$ are then identical, whatever the functions are, so the calculation cannot reproduce the difference.

In atomic units, with $c$ the speed of light and the energy $E$ counted from the rest energy, the free radial equations are

$$c\left(\frac{\kappa}{r}-\frac{d}{dr}\right)Q=EP,\qquad c\left(\frac{\kappa}{r}+\frac{d}{dr}\right)P-2c^2Q=EQ.$$

For a common real basis of $n$ functions, let $S$ be the overlap matrix, $D$ the matrix of $d/dr$ and $R$ the matrix of $1/r$. The energies are the zeros of the secular determinant

$$\det\begin{pmatrix}ES&-c(\kappa R-D)\\-c(\kappa R+D)&(E+2c^2)S\end{pmatrix}.$$

## The statement and its Lean objects

The theorem `secular_det_neg_kappa` says that this determinant has the same value for $\kappa$ and $-\kappa$ at every real $E$. It holds for arbitrary real square matrices $S$, $D$, $R$ and real $c$, $\kappa$; no symmetry or orthonormality is needed, but the three matrices must be the same for both signs of $\kappa$. Basis functions that change with $\kappa$ are therefore not covered.

The matrix `radialDirac c κ S D R` is the Hamiltonian, and `fromBlocks S 0 0 S` is the metric. Rows and columns are indexed by `n ⊕ n`, with the large component in the first copy of `n` and the small one in the second.

In an orthonormal basis $S=1$ and $R^T=R$. If the functions vanish at both ends of the radial interval, integration by parts gives $D^T=-D$. With $B=\kappa R-D$ the Hamiltonian becomes

$$H(B)=\begin{pmatrix}0&cB\\cB^T&-2c^2\end{pmatrix},$$

which is `freeDirac c B`; `radialDirac_eq_freeDirac` states this identification. The theorem `charpoly_freeDirac_transpose` says that $H(B)$ and $H(B^T)$ have the same characteristic polynomial, hence the same eigenvalues with multiplicities.

There is no nuclear potential in the model. A potential adds its own matrix to both diagonal blocks, which are then in general no longer multiples of one matrix, as the argument below requires. The spurious levels known from Dirac-Coulomb calculations are therefore not derived here. What the result shows, for the free problem in a finite basis, is that one set of functions, used for both components and for both signs of $\kappa$, gives energies that do not depend on this sign. Kinetic balance, a common choice in four-component calculations, builds the small-component functions from the large ones instead.

## Exchanging the couplings

Let $B$ and $C$ be any two $n\times n$ matrices and $a,b$ real numbers. The central identity is

$$\det\begin{pmatrix}aS&B\\C&bS\end{pmatrix}=\det\begin{pmatrix}aS&C\\B&bS\end{pmatrix}.$$

Relabelling the two components turns the right-hand matrix into $\begin{pmatrix}bS&B\\C&aS\end{pmatrix}$ without changing its determinant. If $a$ and $b$ are nonzero, use

$$\begin{pmatrix}b&0\\0&a\end{pmatrix}\begin{pmatrix}aS&B\\C&bS\end{pmatrix}=\begin{pmatrix}abS&bB\\aC&abS\end{pmatrix}=\begin{pmatrix}bS&B\\C&aS\end{pmatrix}\begin{pmatrix}a&0\\0&b\end{pmatrix}.$$

Both scaling matrices have determinant $a^nb^n\neq0$, which cancels. If $a=0$, write $T=bS$ and factorise:

$$\begin{pmatrix}0&B\\C&T\end{pmatrix}=\begin{pmatrix}B&0\\T&C\end{pmatrix}\begin{pmatrix}0&1\\1&0\end{pmatrix},\qquad\begin{pmatrix}T&B\\C&0\end{pmatrix}=\begin{pmatrix}B&T\\0&C\end{pmatrix}\begin{pmatrix}0&1\\1&0\end{pmatrix}.$$

Both determinants equal $\det B\,\det C$ times the same sign. The case $b=0$ is the mirror image.

Now let $B$ again be the coupling in $H(B)$. With $S=1$, $a=E$, $b=E+2c^2$ and the off-diagonal blocks $-cB$ and $-cB^T$, the identity gives $\det(E-H(B))=\det(E-H(B^T))$ for every $E$, so the polynomials agree.

Replacing $\kappa$ by $-\kappa$ in the secular matrix turns the upper coupling into $c(\kappa R+D)$ and the lower one into $c(\kappa R-D)$. The couplings have been exchanged and have changed sign. The identity undoes the exchange, and reversing the sign of the small component undoes the sign.

## The partner of a given state

Let column vectors $p$ and $q$ hold the large and small coefficients of an eigenvector of $H(B)$, so that $cBq=Ep$ and $cB^Tp=(E+2c^2)q$. Set $u=(E+2c^2)q$ and $v=Ep$. Then

$$cB^Tv=E\,cB^Tp=E(E+2c^2)q=Eu,$$
$$cBu-2c^2v=(E+2c^2)Ep-2c^2Ep=E^2p=Ev.$$

Thus $(u,v)$ is an eigenvector of $H(B^T)$ with the same energy, and its large component has the shape of the old small one. Since $-\kappa R-D=-B^T$, the state for $-\kappa$ is $(u,-v)$.

The construction needs $E\neq0$ and $E\neq-2c^2$. For $n=1$ and $B=0$, the eigenvector $(1,0)$ at $E=0$ would give $(u,v)=(0,0)$, and so would $(0,1)$ at $E=-2c^2$. Such a $B$ cannot come from one common basis of functions that vanish at both ends. There $D$ is antisymmetric, $R$ is positive definite and $\kappa\neq0$, so $x^TBx=\kappa\,x^TRx\neq0$ for every real $x\neq0$. Hence $B$ is invertible, neither of the two energies occurs, and every state has its partner.

## Two basis functions, worked by hand

For easy arithmetic, take $c=1$ here and in the next section, although this is not the speed of light in atomic units. With $\kappa=1$, let

$$D=\begin{pmatrix}0&1\\-1&0\end{pmatrix},\quad R=\begin{pmatrix}2&1\\1&2\end{pmatrix},\quad B=R-D=\begin{pmatrix}2&0\\2&2\end{pmatrix}.$$

For $E\neq-2c^2$ the small component can be eliminated, which gives

$$\det(E-H(B))=\det\left(E(E+2c^2)-c^2BB^T\right).$$

Here

$$BB^T=\begin{pmatrix}4&4\\4&8\end{pmatrix},\qquad B^TB=\begin{pmatrix}8&4\\4&4\end{pmatrix}.$$

The matrices differ, but both have trace 12 and determinant 16, hence eigenvalues $6\pm2\sqrt5$. Solving $E(E+2)=6\pm2\sqrt5$ gives $E\approx2.387,\ 0.590,\ -2.590,\ -4.387$ for $\kappa=1$ and for $\kappa=-1$ alike.

## Different functions for the two components

Now give up the common basis. Take one real large function $f$ and a different real small function $g$, both normalised and vanishing at both ends of the radial interval, with $\rho=\langle f|1/r|g\rangle$ and $d=\langle f|d/dr|g\rangle$. The coupling is the number $b=\kappa\rho-d$, and the energies satisfy $E(E+2c^2)=c^2b^2$.

With $c=\rho=d=1$ and $\kappa=2$, $b=1$ and $E=-1\pm\sqrt2$. For $\kappa=-2$, $b=-3$ and $E=-1\pm\sqrt{10}$. The spectra differ. In general the two values of $c^2b^2$ differ by $4c^2\kappa\rho d$, so `different_bases_distinguish` assumes that $c$, $\kappa$, $\rho$ and $d$ are all nonzero. If $f=g$ vanishes at both ends, $d=0$ and the difference disappears.

## The Lean file

```lean
import Mathlib

open Matrix

namespace RadialDiracBasis

noncomputable section

variable {n : Type*} [Fintype n] [DecidableEq n]

/-- Free Dirac matrix in real orthonormal radial bases whose functions vanish at both ends, with
energies counted from the rest energy; `B` couples the small component to the large one. -/
def freeDirac (c : ℝ) (B : Matrix n n ℝ) : Matrix (n ⊕ n) (n ⊕ n) ℝ :=
  fromBlocks 0 (c • B) (c • Bᵀ) ((-(2 * c ^ 2)) • (1 : Matrix n n ℝ))

/-- Free radial Dirac matrix for the quantum number `κ` when both components use one basis with
overlap matrix `S`, matrix `D` of `d/dr` and matrix `R` of `1/r`. -/
def radialDirac (c κ : ℝ) (S D R : Matrix n n ℝ) : Matrix (n ⊕ n) (n ⊕ n) ℝ :=
  fromBlocks 0 (c • (κ • R - D)) (c • (κ • R + D)) ((-(2 * c ^ 2)) • S)

/-- If the diagonal blocks are multiples of one matrix, exchanging the two off-diagonal
couplings leaves the determinant unchanged. -/
theorem det_exchange (a b : ℝ) (S B C : Matrix n n ℝ) :
    (fromBlocks (a • S) B C (b • S)).det = (fromBlocks (a • S) C B (b • S)).det := by
  -- relabelling the components moves the exchange to the diagonal blocks
  have hswap : fromBlocks (a • S) C B (b • S) =
      (fromBlocks (b • S) B C (a • S)).submatrix (Equiv.sumComm n n) (Equiv.sumComm n n) := by
    ext i j
    rcases i with i | i <;> rcases j with j | j <;> rfl
  rw [hswap, det_submatrix_equiv_self]
  -- with one vanishing diagonal block the determinant factorises
  have hz : ∀ T : Matrix n n ℝ, (fromBlocks 0 B C T).det = (fromBlocks T B C 0).det := by
    intro T
    have h1 : fromBlocks 0 B C T = fromBlocks B 0 T C * fromBlocks 0 1 1 0 := by
      simp [fromBlocks_multiply]
    have h2 : fromBlocks T B C 0 = fromBlocks B T 0 C * fromBlocks 0 1 1 0 := by
      simp [fromBlocks_multiply]
    rw [h1, h2, det_mul, det_mul, det_fromBlocks_zero₁₂, det_fromBlocks_zero₂₁]
  by_cases ha : a = 0
  · rw [ha, zero_smul]
    exact hz _
  by_cases hb : b = 0
  · rw [hb, zero_smul]
    exact (hz _).symm
  -- otherwise a block scaling relates the two matrices
  have key : fromBlocks (b • (1 : Matrix n n ℝ)) 0 0 (a • (1 : Matrix n n ℝ)) *
      fromBlocks (a • S) B C (b • S) = fromBlocks (b • S) B C (a • S) *
      fromBlocks (a • (1 : Matrix n n ℝ)) 0 0 (b • (1 : Matrix n n ℝ)) := by
    rw [fromBlocks_multiply, fromBlocks_multiply]
    congr 1 <;> simp only [Matrix.smul_mul, Matrix.mul_smul, Matrix.one_mul, Matrix.mul_one,
      Matrix.zero_mul, Matrix.mul_zero] <;> module
  have hd := congrArg Matrix.det key
  simp only [det_mul, det_fromBlocks_zero₁₂, det_smul, det_one, mul_one] at hd
  have hne : b ^ Fintype.card n * a ^ Fintype.card n ≠ 0 :=
    mul_ne_zero (pow_ne_zero _ hb) (pow_ne_zero _ ha)
  apply mul_left_cancel₀ hne
  linear_combination hd

/-- The characteristic polynomial at energy `E` is the determinant of the free Dirac secular
matrix, with diagonal blocks `E` and `E + 2c²`. -/
theorem eval_charpoly_freeDirac (c : ℝ) (B : Matrix n n ℝ) (E : ℝ) :
    (freeDirac c B).charpoly.eval E =
      (fromBlocks (E • (1 : Matrix n n ℝ)) (-(c • B)) (-(c • Bᵀ))
        ((E + 2 * c ^ 2) • (1 : Matrix n n ℝ))).det := by
  have hs : Matrix.scalar (n ⊕ n) E =
      fromBlocks (E • (1 : Matrix n n ℝ)) 0 0 (E • (1 : Matrix n n ℝ)) := by
    rw [Matrix.scalar_apply, ← smul_one_eq_diagonal, ← fromBlocks_one, fromBlocks_smul]
    simp only [smul_zero]
  rw [Matrix.eval_charpoly, hs, freeDirac, sub_eq_add_neg, fromBlocks_neg, fromBlocks_add]
  congr 1
  congr 1 <;> module

/-- The free Dirac matrices built from `B` and from its transpose have the same characteristic
polynomial. -/
theorem charpoly_freeDirac_transpose (c : ℝ) (B : Matrix n n ℝ) :
    (freeDirac c B).charpoly = (freeDirac c Bᵀ).charpoly := by
  apply Polynomial.funext
  intro E
  rw [eval_charpoly_freeDirac c B, eval_charpoly_freeDirac c Bᵀ, transpose_transpose]
  exact det_exchange _ _ _ _ _

/-- With one common basis for both radial components, orthonormal or not, the free Dirac secular
determinants for `κ` and `-κ` agree at every energy `E`. -/
theorem secular_det_neg_kappa (c κ E : ℝ) (S D R : Matrix n n ℝ) :
    (E • fromBlocks S 0 0 S - radialDirac c κ S D R).det =
      (E • fromBlocks S 0 0 S - radialDirac c (-κ) S D R).det := by
  have hb : ∀ k : ℝ, E • fromBlocks S 0 0 S - radialDirac c k S D R =
      fromBlocks (E • S) (-(c • (k • R - D))) (-(c • (k • R + D))) ((E + 2 * c ^ 2) • S) := by
    intro k
    rw [radialDirac, fromBlocks_smul, sub_eq_add_neg, fromBlocks_neg, fromBlocks_add]
    congr 1 <;> module
  rw [hb κ, hb (-κ), det_exchange]
  -- the remaining sign is removed by reflecting the small component
  have key : fromBlocks (1 : Matrix n n ℝ) 0 0 (-1 : Matrix n n ℝ) *
      fromBlocks (E • S) (-(c • (κ • R + D))) (-(c • (κ • R - D))) ((E + 2 * c ^ 2) • S) =
      fromBlocks (E • S) (-(c • ((-κ) • R - D))) (-(c • ((-κ) • R + D)))
        ((E + 2 * c ^ 2) • S) * fromBlocks (1 : Matrix n n ℝ) 0 0 (-1 : Matrix n n ℝ) := by
    rw [fromBlocks_multiply, fromBlocks_multiply]
    congr 1 <;> simp only [Matrix.neg_mul, Matrix.mul_neg, Matrix.one_mul, Matrix.mul_one,
      Matrix.zero_mul, Matrix.mul_zero] <;> module
  have hd := congrArg Matrix.det key
  rw [det_mul, det_mul, mul_comm] at hd
  refine mul_right_cancel₀ ?_ hd
  rw [det_fromBlocks_zero₁₂, det_neg, det_one]
  simp

omit [Fintype n] in
/-- In an orthonormal basis with `d/dr` antisymmetric and `1/r` symmetric, the radial Dirac matrix
is the free Dirac matrix with coupling `B = κR - D`. -/
theorem radialDirac_eq_freeDirac (c κ : ℝ) (D R : Matrix n n ℝ) (hD : Dᵀ = -D) (hR : Rᵀ = R) :
    radialDirac c κ 1 D R = freeDirac c (κ • R - D) := by
  simp only [radialDirac, freeDirac, transpose_sub, transpose_smul, hD, hR, sub_neg_eq_add]

/-- An explicit pair of nonzero two-by-two matrices, one antisymmetric and one symmetric. -/
theorem radialDirac_eq_freeDirac_witness :
    (!![0, 1; -1, 0] : Matrix (Fin 2) (Fin 2) ℝ)ᵀ = -!![0, 1; -1, 0] ∧
      (!![2, 1; 1, 2] : Matrix (Fin 2) (Fin 2) ℝ)ᵀ = !![2, 1; 1, 2] := by
  constructor <;> ext i j <;> fin_cases i <;> fin_cases j <;> simp

/-- An eigenvector `(p, q)` of the free Dirac matrix built from `B`, with energy `E` different from
`0` and `-2c²`, gives the eigenvector `((E + 2c²) q, E p)` of the free Dirac matrix built from the
transpose of `B`, with the same energy. -/
theorem partner_state (c E : ℝ) (B : Matrix n n ℝ) (p q : n → ℝ)
    (hne : Sum.elim p q ≠ 0) (hE : E ≠ 0) (hE' : E + 2 * c ^ 2 ≠ 0)
    (h : freeDirac c B *ᵥ Sum.elim p q = E • Sum.elim p q) :
    Sum.elim ((E + 2 * c ^ 2) • q) (E • p) ≠ 0 ∧
      freeDirac c Bᵀ *ᵥ Sum.elim ((E + 2 * c ^ 2) • q) (E • p) =
        E • Sum.elim ((E + 2 * c ^ 2) • q) (E • p) := by
  -- the two coupled radial equations
  have act : ∀ (A : Matrix n n ℝ) (u v : n → ℝ), freeDirac c A *ᵥ Sum.elim u v =
      Sum.elim (c • (A *ᵥ v)) (c • (Aᵀ *ᵥ u) - (2 * c ^ 2) • v) := by
    intro A u v
    rw [freeDirac, fromBlocks_mulVec]
    simp only [Sum.elim_comp_inl, Sum.elim_comp_inr, Matrix.smul_mulVec, Matrix.zero_mulVec,
      Matrix.one_mulVec, zero_add, neg_smul, sub_eq_add_neg, Matrix.neg_mulVec]
  rw [act] at h
  constructor
  · intro h0
    apply hne
    funext i
    rcases i with i | i
    · have h1 : E * p i = 0 := congrFun h0 (Sum.inr i)
      exact (mul_eq_zero.mp h1).resolve_left hE
    · have h1 : (E + 2 * c ^ 2) * q i = 0 := congrFun h0 (Sum.inl i)
      exact (mul_eq_zero.mp h1).resolve_left hE'
  · rw [act, transpose_transpose, Matrix.mulVec_smul, Matrix.mulVec_smul]
    funext i
    rcases i with i | i
    · have h2 : c * (Bᵀ *ᵥ p) i - 2 * c ^ 2 * q i = E * q i := congrFun h (Sum.inr i)
      change c * (E * (Bᵀ *ᵥ p) i) = E * ((E + 2 * c ^ 2) * q i)
      linear_combination E * h2
    · have h1 : c * (B *ᵥ q) i = E * p i := congrFun h (Sum.inl i)
      change c * ((E + 2 * c ^ 2) * (B *ᵥ q) i) - 2 * c ^ 2 * (E * p i) = E * (E * p i)
      linear_combination (E + 2 * c ^ 2) * h1

/-- Away from `E = -2c²` the small component can be eliminated, and the characteristic polynomial
becomes the determinant of `E(E + 2c²) - c² B Bᵀ`. -/
theorem eliminate_small (c E : ℝ) (B : Matrix n n ℝ) (hE : E + 2 * c ^ 2 ≠ 0) :
    (freeDirac c B).charpoly.eval E =
      ((E * (E + 2 * c ^ 2)) • (1 : Matrix n n ℝ) - c ^ 2 • (B * Bᵀ)).det := by
  have key : fromBlocks (E • (1 : Matrix n n ℝ)) (-(c • B)) (-(c • Bᵀ))
      ((E + 2 * c ^ 2) • (1 : Matrix n n ℝ)) *
      fromBlocks ((E + 2 * c ^ 2) • (1 : Matrix n n ℝ)) 0 (c • Bᵀ) 1 =
      fromBlocks ((E * (E + 2 * c ^ 2)) • (1 : Matrix n n ℝ) - c ^ 2 • (B * Bᵀ)) (-(c • B)) 0
        ((E + 2 * c ^ 2) • (1 : Matrix n n ℝ)) := by
    rw [fromBlocks_multiply]
    congr 1 <;> simp only [Matrix.smul_mul, Matrix.mul_smul, Matrix.neg_mul, Matrix.one_mul,
      Matrix.mul_one, Matrix.mul_zero] <;> module
  have hd := congrArg Matrix.det key
  rw [det_mul, det_fromBlocks_zero₁₂, det_fromBlocks_zero₂₁, det_one, mul_one] at hd
  rw [eval_charpoly_freeDirac]
  refine mul_right_cancel₀ ?_ hd
  rw [det_smul, det_one, mul_one]
  exact pow_ne_zero _ hE

/-- One large and one small radial function, real, normalised and vanishing at both ends, with
matrix elements `ρ` of `1/r` and `d` of `d/dr` between them give different characteristic
polynomials for `κ` and `-κ`, if `c`, `κ`, `ρ` and `d` are all nonzero. -/
theorem different_bases_distinguish (c κ ρ d : ℝ) (h0 : c * κ * ρ * d ≠ 0) :
    (freeDirac c !![κ * ρ - d]).charpoly ≠ (freeDirac c !![(-κ) * ρ - d]).charpoly := by
  intro h
  have hv : ∀ b : ℝ, (freeDirac c !![b]).charpoly.eval 1 = 1 + 2 * c ^ 2 - c ^ 2 * (b * b) := by
    intro b
    have hm : ((!![b] : Matrix (Fin 1) (Fin 1) ℝ) * (!![b] : Matrix (Fin 1) (Fin 1) ℝ)ᵀ) 0 0 =
        b * b := by
      rw [Matrix.mul_apply, Fin.sum_univ_one]
      rfl
    rw [eliminate_small c 1 _ (by positivity), det_fin_one]
    simp only [Matrix.sub_apply, Matrix.smul_apply, hm, Matrix.one_apply_eq, smul_eq_mul]
    ring
  -- compare the two polynomials at energy one
  have h1 := congrArg (Polynomial.eval 1) h
  rw [hv, hv] at h1
  have h2 : c * (c * κ * ρ * d) = 0 := by linear_combination h1 / 4
  rcases mul_eq_zero.mp h2 with hc | hc
  · exact h0 (by rw [hc]; ring)
  · exact h0 hc

end

end RadialDiracBasis
```

```lean
#print axioms RadialDiracBasis.charpoly_freeDirac_transpose
-- 'RadialDiracBasis.charpoly_freeDirac_transpose' depends on axioms: [propext, Classical.choice, Quot.sound]
#print axioms RadialDiracBasis.secular_det_neg_kappa
-- 'RadialDiracBasis.secular_det_neg_kappa' depends on axioms: [propext, Classical.choice, Quot.sound]
#print axioms RadialDiracBasis.partner_state
-- 'RadialDiracBasis.partner_state' depends on axioms: [propext, Classical.choice, Quot.sound]
#print axioms RadialDiracBasis.different_bases_distinguish
-- 'RadialDiracBasis.different_bases_distinguish' depends on axioms: [propext, Classical.choice, Quot.sound]
```

## From block identities to determinants

The proofs of `det_exchange`, `secular_det_neg_kappa` and `eliminate_small` share one pattern. A matrix identity called `key` is checked block by block, with `module` comparing the linear combinations in each block. Taking determinants gives `hd`, and a nonzero factor is cancelled.

In `det_exchange`, `hswap` is the relabelling of the components, `hz` is the factorisation for a vanishing diagonal block, and `key` is the scaling identity. The two `by_cases` lines separate $a=0$ and $b=0$ from the general case.

The lemma `eval_charpoly_freeDirac` writes the characteristic polynomial at $E$ as a block determinant. `charpoly_freeDirac_transpose` then applies `det_exchange` at each $E$, and `Polynomial.funext` passes from equal values to equal polynomials.

In `secular_det_neg_kappa`, `hb` puts the secular matrix into block form for either sign of $\kappa$. After `det_exchange`, `key` carries out the reflection of the small component.

For `partner_state`, `act` writes the matrix action as the two coupled equations. The final `linear_combination` steps multiply them by $E$ and $E+2c^2$, as in the derivation above. The nonvanishing part reads off $p=0$ and $q=0$ from a vanishing partner, contradicting `hne`.

In `eliminate_small`, a block-triangular factor removes the lower-left coupling, and the remaining power of $E+2c^2$ cancels. `different_bases_distinguish` uses this formula at $E=1$, where equal polynomials would force $c^2\kappa\rho d=0$. The theorem `radialDirac_eq_freeDirac_witness` checks the symmetry conditions for the matrices $D$ and $R$ of the two-function example.
